# One s-wave force filter of degree below $M$ for each cutoff radius and radial power

In a quantum Monte Carlo calculation, the force that the electrons exert on a nucleus is an average over sampled electron positions. With the nucleus of charge $Z$ at the origin and in atomic units, an electron at $\mathbf r$ contributes $Zz/r^3$ to the $z$ component. The mean is finite, but where the electron density $\rho$ is nonzero at the nucleus, the mean square contains $\int r^{-4}\,r^2\,dr$, which diverges at $r=0$. The error bar is then not defined by a finite variance.

The mean itself is harmless. Since $z=r\cos\theta$, the factors of $r$ cancel:

$$F_z=Z\int_0^\infty f(r)\,dr,\qquad f(r)=\int\rho(r,\Omega)\cos\theta\,d\Omega .$$

The spherical (s-wave) part of $\rho$ drops out of the force density $f$, although it dominates the fluctuations near the nucleus. A filter multiplies the contribution by $w(r)r^m$ inside a radius $R$, where $w$ is a polynomial and $m$ a natural number. For $m\ge1$ the mean square near the nucleus then behaves as $\int r^{2m-2}w^2\,dr$, which is finite. The mean is preserved if, for every force density $p$ in the chosen model,

$$\int_0^R w(r)\,r^m p(r)\,dr=\int_0^R p(r)\,dr .$$

The model consists of the real polynomials $p$ of degree at most $M$ with $p(0)=0$. For $R>0$, exactly one $w$ of degree below $M$ satisfies the condition. The filtered estimator therefore has the same mean as the bare one whenever the force density inside $R$ is such a polynomial; for a real density, the part that the polynomial misses can leave a bias.

```lean
import Mathlib

open Polynomial

namespace SWaveForceFilter

noncomputable section
```

In Lean, `ℝ[X]` is the type of real polynomials and `p.eval r` is the value $p(r)$. The integral over $[0,R]$ is packaged as a linear functional, `radialIntegral R`.

```lean
/-- The integral of a radial polynomial over the interval from 0 to `R`, as a linear functional. -/
def radialIntegral (R : ℝ) : ℝ[X] →ₗ[ℝ] ℝ where
  toFun p := ∫ r in (0 : ℝ)..R, p.eval r
  map_add' p q := by
    simp only [eval_add]
    exact intervalIntegral.integral_add (p.continuous.intervalIntegrable _ _)
      (q.continuous.intervalIntegrable _ _)
  map_smul' c p := by
    simp only [eval_smul, smul_eq_mul, RingHom.id_apply]
    exact intervalIntegral.integral_const_mul _ _
```

`IsForceFilter R M m w` is the displayed condition, with `p.natDegree ≤ M` and `p.eval 0 = 0` as the two restrictions on the density. The variance estimate above and the examples below of what fails without a hypothesis are arguments by hand and not part of the Lean file.

```lean
/-- The weight `w(r) r^m` reproduces the integral over `[0, R]` of every polynomial force density
of degree at most `M` that vanishes at the nucleus. -/
def IsForceFilter (R : ℝ) (M m : ℕ) (w : ℝ[X]) : Prop :=
  ∀ p : ℝ[X], p.natDegree ≤ M → p.eval 0 = 0 →
    ∫ r in (0 : ℝ)..R, w.eval r * r ^ m * p.eval r = ∫ r in (0 : ℝ)..R, p.eval r
```

## The force density has degree at most $M$

Physically, this says that $f$ is smooth enough inside $R$ to be described by a few powers of $r$. By hand, it makes the condition finite: both sides are linear in $p$, so it is enough to test powers, whose integrals are

$$\int_0^R r^n\,dr=\frac{R^{n+1}}{n+1}.$$

The next three lemmas supply these steps. The first rewrites the condition with `radialIntegral`, the second evaluates a power, and `functional_eq_sum` expands any linear functional of a polynomial in its coefficients.

```lean
/-- The filter condition written with the radial integral functional. -/
theorem isForceFilter_iff {R : ℝ} {M m : ℕ} {w : ℝ[X]} :
    IsForceFilter R M m w ↔ ∀ p : ℝ[X], p.natDegree ≤ M → p.eval 0 = 0 →
      radialIntegral R (w * X ^ m * p) = radialIntegral R p := by
  simp only [IsForceFilter, radialIntegral, LinearMap.coe_mk, AddHom.coe_mk, eval_mul,
    eval_pow, eval_X]

/-- The radial integral of `r^n` is `R^(n+1)/(n+1)`. -/
theorem radialIntegral_X_pow (R : ℝ) (n : ℕ) :
    radialIntegral R (X ^ n) = R ^ (n + 1) / ((n : ℝ) + 1) := by
  simp only [radialIntegral, LinearMap.coe_mk, AddHom.coe_mk, eval_pow, eval_X]
  rw [integral_pow]
  simp

/-- A linear functional of a polynomial is the sum of its coefficients times the values of the
functional on the powers of `r`. -/
theorem functional_eq_sum (L : ℝ[X] →ₗ[ℝ] ℝ) (p : ℝ[X]) {n : ℕ} (h : p.degree < n) :
    L p = ∑ i ∈ Finset.range n, p.coeff i * L (X ^ i) := by
  by_cases hp : p = 0
  · simp [hp]
  · conv_lhs => rw [p.as_sum_range' n ((natDegree_lt_iff_degree_lt hp).2 h)]
    rw [map_sum]
    refine Finset.sum_congr rfl fun i _ => ?_
    rw [← C_mul_X_pow_eq_monomial, ← smul_eq_C_mul, map_smul, smul_eq_mul]
```

Without a bound on the degree, $p=r(wr^m-1)$ would be an allowed density. The condition would give $\int_0^R r(wr^m-1)^2dr=0$, hence $wr^m=1$, which no polynomial $w$ satisfies for $m\ge1$.

## The force density vanishes at the nucleus

If $\rho$ is continuous at the nucleus, its value there does not depend on direction, and the angular average of $\cos\theta$ is zero. Hence $f(0)=0$. By hand, this removes the constant term from $p$, so that only $r,r^2,\dots,r^M$ need testing. With $k=0,\dots,M-1$, the condition becomes

$$\int_0^R w\,r^{m+k+1}\,dr=\int_0^R r^{k+1}\,dr .$$

In the proof, one direction inserts $p=r^{k+1}$. The other expands $p$ and treats each coefficient separately; the hypothesis `h0` disposes of the coefficient with index zero.

```lean
/-- A polynomial is a force filter exactly when it reproduces the integrals of the powers
`r, r^2, ..., r^M`. -/
theorem isForceFilter_iff_moments {R : ℝ} {M m : ℕ} {w : ℝ[X]} :
    IsForceFilter R M m w ↔ ∀ k < M,
      radialIntegral R (w * X ^ (m + (k + 1))) = radialIntegral R (X ^ (k + 1)) := by
  rw [isForceFilter_iff]
  constructor
  · intro h k hk
    have h1 := h (X ^ (k + 1)) (by rw [natDegree_X_pow]; omega) (by simp)
    rwa [mul_assoc, ← pow_add] at h1
  · intro h p hp h0
    have hd : p.degree < ((M + 1 : ℕ) : WithBot ℕ) :=
      degree_le_natDegree.trans_lt (by exact_mod_cast Nat.lt_succ_of_le hp)
    have e1 := functional_eq_sum (radialIntegral R ∘ₗ LinearMap.mulLeft ℝ (w * X ^ m)) p hd
    simp only [LinearMap.comp_apply, LinearMap.mulLeft_apply] at e1
    rw [e1, functional_eq_sum (radialIntegral R) p hd]
    refine Finset.sum_congr rfl fun i hi => ?_
    rcases i with _ | k
    · -- the constant term is absent because the density vanishes at the nucleus
      rw [coeff_zero_eq_eval_zero, h0, zero_mul, zero_mul]
    · rw [mul_assoc w, ← pow_add, h k (by have := Finset.mem_range.1 hi; omega)]
```

Without $p(0)=0$ there would be one more equation than unknowns. For $M=1$ and constant $w=c$, the density $p=1$ demands $c=(m+1)/R^m$, while $p=r$ demands $c=(m+2)/(2R^m)$. These agree only for $m=0$.

## The filter has degree below $M$

This restriction is a choice of filter and not a property of the electrons. It matches the number of free coefficients to the number of conditions. Writing $w=\sum_{j<M}c_jr^j$ and integrating term by term gives

$$\sum_{j=0}^{M-1}c_j\,\frac{R^{m+k+j+2}}{m+k+j+2}=\frac{R^{k+2}}{k+2},\qquad k=0,\dots,M-1 .$$

The hypothesis `w.degree < M` enters the proof where `functional_eq_sum` expands $w$ in exactly $M$ powers.

```lean
/-- For a polynomial of degree below `M`, the filter condition is a system of `M` linear equations
for its coefficients. -/
theorem isForceFilter_iff_linear_system {R : ℝ} {M m : ℕ} {w : ℝ[X]} (hw : w.degree < M) :
    IsForceFilter R M m w ↔ ∀ k < M,
      ∑ j ∈ Finset.range M, w.coeff j * (R ^ (m + k + j + 2) / ((m : ℝ) + k + j + 2))
        = R ^ (k + 2) / ((k : ℝ) + 2) := by
  rw [isForceFilter_iff_moments]
  refine forall₂_congr fun k _ => ?_
  have e := functional_eq_sum
    (radialIntegral R ∘ₗ LinearMap.mulRight ℝ (X ^ (m + (k + 1)))) w hw
  simp only [LinearMap.comp_apply, LinearMap.mulRight_apply] at e
  have hs : ∀ j : ℕ, radialIntegral R (X ^ j * X ^ (m + (k + 1)))
      = R ^ (m + k + j + 2) / ((m : ℝ) + k + j + 2) := by
    intro j
    rw [← pow_add, radialIntegral_X_pow]
    push_cast
    ring
  have hr : radialIntegral R (X ^ (k + 1)) = R ^ (k + 2) / ((k : ℝ) + 2) := by
    rw [radialIntegral_X_pow]
    push_cast
    ring
  rw [e, hr]
  simp only [hs]
```

Without the restriction, existence survives but uniqueness is lost. A polynomial of degree at most $M$ has $M+1$ coefficients, so some nonzero $u$ of this kind satisfies the $M$ homogeneous equations, and $w+tu$ is a filter for every real $t$.

## The cutoff radius is positive

A positive $R$ means that there is a region around the nucleus in which to filter. By hand, it gives

$$\int_0^R r^n w^2\,dr>0\qquad\text{for } w\ne0,$$

because the integrand is nonnegative and a nonzero polynomial has only finitely many roots. The Lean proof argues the same way: if the integrand were positive nowhere on the interval, all of its infinitely many interior points would be roots.

```lean
/-- For `R > 0`, the integral of `r^n w(r)^2` over `[0, R]` is strictly positive for a nonzero
polynomial `w`. -/
theorem weighted_norm_pos {R : ℝ} (hR : 0 < R) (n : ℕ) {w : ℝ[X]} (hw : w ≠ 0) :
    0 < radialIntegral R (X ^ n * w ^ 2) := by
  simp only [radialIntegral, LinearMap.coe_mk, AddHom.coe_mk, eval_mul, eval_pow, eval_X]
  apply intervalIntegral.integral_pos hR
  · exact ((continuous_pow n).mul (w.continuous.pow 2)).continuousOn
  · intro r hr
    have h0 : 0 < r := hr.1
    positivity
  · -- otherwise every point of the interval would be a root
    by_contra hcon
    push Not at hcon
    apply hw
    apply eq_zero_of_infinite_isRoot
    refine (Set.Ioo_infinite hR).mono fun r hr => ?_
    by_contra hroot
    have hr0 : w.eval r ≠ 0 := hroot
    have h0 : 0 < r := hr.1
    have hpos : 0 < r ^ n * w.eval r ^ 2 := by positivity
    exact absurd (hcon r ⟨hr.1.le, hr.2.le⟩) (not_le_of_gt hpos)
```

Positivity singles out the low-degree filter among all polynomial filters. Let $w$ be a filter of degree below $M$ and $v$ any other polynomial filter. Then $p=rw$ has degree at most $M$ and vanishes at zero, so both filters can be tested on it:

$$\int_0^R r^{m+1}vw\,dr=\int_0^R rw\,dr=\int_0^R r^{m+1}w^2\,dr .$$

Expanding $v=w+(v-w)$, the cross term vanishes and

$$\int_0^R r^{m+1}v^2\,dr=\int_0^R r^{m+1}w^2\,dr+\int_0^R r^{m+1}(v-w)^2\,dr .$$

The last integral is positive. In Lean, `key` is this expansion, and `h1` and `h2` are the two tests. The quantity minimised is a weighted square of the filter and in general not the variance of the force.

```lean
/-- For `R > 0`, a force filter of degree below `M` has a strictly smaller integral of `r^(m+1)
w(r)^2` over `[0, R]` than any other polynomial force filter, of whatever degree. -/
theorem forceFilter_minimal {R : ℝ} (hR : 0 < R) {M m : ℕ} {w v : ℝ[X]} (hd : w.degree < M)
    (hw : IsForceFilter R M m w) (hv : IsForceFilter R M m v) (hne : v ≠ w) :
    radialIntegral R (X ^ (m + 1) * w ^ 2) < radialIntegral R (X ^ (m + 1) * v ^ 2) := by
  have hX : (X * w).natDegree ≤ M := by
    by_cases h0 : w = 0
    · simp [h0]
    · rw [natDegree_X_mul h0]
      exact (natDegree_lt_iff_degree_lt h0).2 hd
  -- test both filters on the density `r w(r)`
  have h1 := isForceFilter_iff.1 hw (X * w) hX (by simp)
  have h2 := isForceFilter_iff.1 hv (X * w) hX (by simp)
  have hpos := weighted_norm_pos hR (m + 1) (sub_ne_zero.2 hne)
  have key : X ^ (m + 1) * v ^ 2 = X ^ (m + 1) * w ^ 2 + X ^ (m + 1) * (v - w) ^ 2
      + ((v * X ^ m * (X * w) - w * X ^ m * (X * w))
        + (v * X ^ m * (X * w) - w * X ^ m * (X * w))) := by ring
  rw [key]
  simp only [map_add, map_sub, h1, h2]
  linarith
```

Uniqueness follows: of two different filters of degree below $M$, each would have a strictly smaller weighted square than the other.

For existence, set the right-hand sides of the linear system to zero. Multiplying equation $k$ by $c_k$ and summing gives $\int_0^R r^{m+1}w^2dr=0$, so $w=0$. A square system whose homogeneous version has only the zero solution can be solved for every right-hand side.

The Lean proof follows this route. The map `S` takes a coefficient vector to its $M$ moments, with `degreeLTEquiv` translating between vectors and polynomials. The step `inj` is the homogeneous argument, and `LinearMap.injective_iff_surjective` turns it into solvability. The symbol `∃!` in the statement means that there is exactly one such $w$.

```lean
/-- For every radius `R > 0` and all `M`, `m` there is exactly one s-wave force filter of degree
below `M`. -/
theorem existsUnique_forceFilter {R : ℝ} (hR : 0 < R) (M m : ℕ) :
    ∃! w : ℝ[X], w.degree < M ∧ IsForceFilter R M m w := by
  -- the map from filter coefficients to moments
  obtain ⟨S, hS⟩ : ∃ S : (Fin M → ℝ) →ₗ[ℝ] (Fin M → ℝ), ∀ c k, S c k =
      radialIntegral R (((degreeLTEquiv ℝ M).symm c : ℝ[X]) * X ^ (m + ((k : ℕ) + 1))) :=
    ⟨LinearMap.pi fun k : Fin M => radialIntegral R ∘ₗ
      LinearMap.mulRight ℝ (X ^ (m + ((k : ℕ) + 1)) : ℝ[X]) ∘ₗ
      (degreeLT ℝ M).subtype ∘ₗ (degreeLTEquiv ℝ M).symm.toLinearMap, fun _ _ => rfl⟩
  have inj : Function.Injective S := by
    rw [← LinearMap.ker_eq_bot, LinearMap.ker_eq_bot']
    intro c hc
    by_contra hne
    have hdeg := mem_degreeLT.1 ((degreeLTEquiv ℝ M).symm c).2
    have hw0 : ((degreeLTEquiv ℝ M).symm c : ℝ[X]) ≠ 0 := fun h =>
      hne ((degreeLTEquiv ℝ M).symm.map_eq_zero_iff.1 (Subtype.ext h))
    have hk : ∀ k (h : k < M), radialIntegral R
        (((degreeLTEquiv ℝ M).symm c : ℝ[X]) * X ^ (m + (k + 1))) = 0 :=
      fun k h => (hS c ⟨k, h⟩).symm.trans (congrFun hc ⟨k, h⟩)
    generalize ((degreeLTEquiv ℝ M).symm c : ℝ[X]) = w at hdeg hw0 hk
    have hs := functional_eq_sum
      (radialIntegral R ∘ₗ LinearMap.mulLeft ℝ (w * X ^ (m + 1))) w hdeg
    simp only [LinearMap.comp_apply, LinearMap.mulLeft_apply] at hs
    have hz : radialIntegral R (w * X ^ (m + 1) * w) = 0 := by
      rw [hs]
      refine Finset.sum_eq_zero fun i hi => ?_
      rw [show w * X ^ (m + 1) * X ^ i = w * X ^ (m + (i + 1)) by ring,
        hk i (Finset.mem_range.1 hi), mul_zero]
    have hpos := weighted_norm_pos hR (m + 1) hw0
    rw [show X ^ (m + 1) * w ^ 2 = w * X ^ (m + 1) * w by ring, hz] at hpos
    exact lt_irrefl _ hpos
  -- injective in finite dimension, so the required moments are attained
  obtain ⟨c, hc⟩ := LinearMap.injective_iff_surjective.1 inj
    (fun k => radialIntegral R (X ^ ((k : ℕ) + 1)))
  have hwd := mem_degreeLT.1 ((degreeLTEquiv ℝ M).symm c).2
  have hwf : IsForceFilter R M m ((degreeLTEquiv ℝ M).symm c : ℝ[X]) :=
    isForceFilter_iff_moments.2 fun k hk =>
      (hS c ⟨k, hk⟩).symm.trans (congrFun hc ⟨k, hk⟩)
  refine ⟨_, ⟨hwd, hwf⟩, ?_⟩
  rintro v ⟨hvd, hv⟩
  by_contra hne
  exact lt_asymm (forceFilter_minimal hR hwd hwf hv hne)
    (forceFilter_minimal hR hvd hv hwf (Ne.symm hne))
```

For $R=0$ all the integrals vanish and every polynomial is a filter, so uniqueness fails as soon as $M\ge1$.

## A positive $M$ is needed only for the constant filter

The main theorem has no lower bound on $M$. For $M=0$ the only allowed density is zero, and the only polynomial of degree below zero is $w=0$, since Lean's `degree` places the zero polynomial below every natural number.

The bound matters when the filter is to be named for $m=0$. The constant $1$ preserves every integral, and for $M\ge1$ its degree is low enough, so by uniqueness it is the filter. This returns the bare estimator with its divergent variance. For $M=0$ the filter is $0$ instead.

```lean
/-- Without a radial prefactor (`m = 0`) and with `R` and `M` positive, the force filter of degree
below `M` is the constant 1. -/
theorem forceFilter_bare {R : ℝ} (hR : 0 < R) {M : ℕ} (hM : 0 < M) {w : ℝ[X]}
    (hd : w.degree < M) (hw : IsForceFilter R M 0 w) : w = 1 :=
  (existsUnique_forceFilter hR M 0).unique ⟨hd, hw⟩
    ⟨by rw [degree_one]; exact_mod_cast hM, by intro p _ _; simp⟩
```

## Two powers of $r$, and the filter in a Monte Carlo run

For $M=2$, put $c_0=\alpha/R^m$ and $c_1=\beta/R^{m+1}$. The system becomes

$$\frac{\alpha}{m+2}+\frac{\beta}{m+3}=\frac12,\qquad \frac{\alpha}{m+3}+\frac{\beta}{m+4}=\frac13 .$$

Its determinant is $1/\big((m+2)(m+3)^2(m+4)\big)$, and Cramer's rule gives

$$\alpha=\frac{(m+1)(m+2)(m+3)}6,\qquad \beta=-\frac{m(m+3)(m+4)}6 .$$

The Lean proof substitutes these coefficients into the linear system and checks the cases $k=0$ and $k=1$. Here $R>0$ permits the division by powers of $R$.

```lean
/-- For `R > 0` and every `m`, an explicit polynomial of degree at most one in `r` that is a force
filter for `M = 2`. -/
theorem forceFilter_two {R : ℝ} (hR : 0 < R) (m : ℕ) :
    IsForceFilter R 2 m
      (C (-(m * (m + 3) * (m + 4)) / (6 * R ^ (m + 1))) * X
        + C ((m + 1) * (m + 2) * (m + 3) / (6 * R ^ m))) := by
  have hR0 : R ≠ 0 := hR.ne'
  refine (isForceFilter_iff_linear_system
    (lt_of_le_of_lt degree_linear_le (by exact_mod_cast Nat.one_lt_two))).2 ?_
  intro k hk
  have c0 : ∀ a b : ℝ, (C b * X + C a).coeff 0 = a := by intro a b; simp
  have c1 : ∀ a b : ℝ, (C b * X + C a).coeff 1 = b := by intro a b; simp [coeff_C]
  interval_cases k <;>
    simp only [Finset.sum_range_succ, Finset.sum_range_zero, c0, c1, Nat.cast_zero,
      Nat.cast_one, zero_add, add_zero] <;>
    field_simp <;> ring

end

end SWaveForceFilter
```

In a code, the coefficients are computed once, before sampling. With $c_j=\gamma_j/R^{m+j}$ the system for the $\gamma_j$ no longer contains $R$, so one table serves all nuclei that share $M$ and $m$. During the run, an electron at distance $r<R$ from the nucleus adds $w(r)\,r^m\,Zz/r^3$ to the force, and an electron farther away adds the bare term. The matrix resembles a Hilbert matrix and becomes ill-conditioned as $M$ grows, so a small $M$ or rational arithmetic is advisable. Repeating the average with other values of $R$ and $M$ tests whether the polynomial model is adequate.

```lean
#print axioms SWaveForceFilter.existsUnique_forceFilter
#print axioms SWaveForceFilter.forceFilter_bare
#print axioms SWaveForceFilter.forceFilter_two
```

```
'SWaveForceFilter.existsUnique_forceFilter' depends on axioms: [propext, Classical.choice, Quot.sound]
'SWaveForceFilter.forceFilter_bare' depends on axioms: [propext, Classical.choice, Quot.sound]
'SWaveForceFilter.forceFilter_two' depends on axioms: [propext, Classical.choice, Quot.sound]
```
